# Half-step and on-step kinetic energy in leapfrog integration

Let $N$ particles have masses $m_i>0$, velocities $v_i$ and forces $F_i$ at one time step, and let $K$ denote the kinetic energy. The mean of the kinetic energies half a step $h/2$ before and after, at the velocities $v_i^{\pm}=v_i\pm hF_i/(2m_i)$, is

$$\frac{K(v^+)+K(v^-)}{2}=K(v)+\frac{h^2}{8}\sum_i\frac{\|F_i\|^2}{m_i}.$$

## Physical setting

A leapfrog integrator stores positions at whole time steps and velocities at half steps. The forces at a whole step carry the velocities across it:

$$v_i^+=v_i^-+\frac{h}{m_i}F_i .$$

The on-step velocity is taken to be the midpoint $v_i=(v_i^-+v_i^+)/2$, which gives back $v_i^\pm=v_i\pm hF_i/(2m_i)$.

A kinetic energy belonging to the whole step can then be formed in two ways: average the two half-step energies, or evaluate the energy at the averaged velocity. For finitely many classical particles updated in this way, the identity gives the exact difference between the two values at a single step, and hence between the temperatures computed from them.

## Statement

With $K(v)=\sum_i m_i\|v_i\|^2/2$, the opening identity holds for every real $h$. The two values agree exactly when $h=0$ or every $F_i$ is zero. If $h\neq0$ and at least one force is nonzero, the on-step value is strictly the smaller.

Three related identities accompany it.

- **Work and energy:** $K(v^+)-K(v^-)=h\sum_i\langle v_i,F_i\rangle$.
- **Averaged velocity:** for any two sets of velocities $u_i$ and $w_i$,
$$K\!\left(\tfrac{u+w}{2}\right)=\frac{K(u)+K(w)}{2}-\frac18\sum_i m_i\|u_i-w_i\|^2 .$$
- **Harmonic forces:** if $F_i=-m_i\omega^2x_i$, with $x_i$ the on-step displacement of particle $i$ from its equilibrium position and $\omega$ an angular frequency common to all particles, the excess of the mean over $K(v)$ is $(h\omega)^2/4$ times the potential energy $\sum_i m_i\omega^2\|x_i\|^2/2$.

## Derivation

For one particle, expand the square after the forward half-kick:

$$\frac{m_i}{2}\left\|v_i+\frac{h}{2m_i}F_i\right\|^2
=\frac{m_i}{2}\|v_i\|^2+\frac h2\langle v_i,F_i\rangle+\frac{h^2}{8m_i}\|F_i\|^2 .$$

Summing over particles gives

$$K(v^+)=K(v)+\frac h2\sum_i\langle v_i,F_i\rangle+\frac{h^2}{8}\sum_i\frac{\|F_i\|^2}{m_i}.$$

Replacing $h$ by $-h$ gives $K(v^-)$: the middle term changes sign and the last does not. Subtraction therefore leaves $h\sum_i\langle v_i,F_i\rangle$, the work–energy relation. Averaging removes the middle term and leaves the main identity.

The two values agree when $h^2\sum_i\|F_i\|^2/m_i=0$, so either $h=0$ or the sum vanishes. Since the masses are positive, every term of the sum is nonnegative, and a vanishing sum forces each $\|F_i\|^2/m_i$, hence each $F_i$, to be zero. The converse is immediate. In all other cases the excess is nonnegative and nonzero, so the inequality is strict.

For the averaged velocity, add the expansions of $\|u_i+w_i\|^2$ and $\|u_i-w_i\|^2$. The inner products cancel, and

$$\left\|\frac{u_i+w_i}{2}\right\|^2=\frac{\|u_i\|^2+\|w_i\|^2}{2}-\frac{\|u_i-w_i\|^2}{4}.$$

Multiplying by $m_i/2$ and summing gives the stated formula. With $u=v^+$ and $w=v^-$ the difference is $hF_i/m_i$, and the correction becomes $\frac{h^2}{8}\sum_i\|F_i\|^2/m_i$ again.

For harmonic forces, $\|F_i\|^2/m_i=m_i\omega^4\|x_i\|^2$, so

$$\frac{h^2}{8}\sum_i m_i\omega^4\|x_i\|^2=\frac{(h\omega)^2}{4}\sum_i\frac{m_i\omega^2\|x_i\|^2}{2}.$$

At $h\omega=0.2$ the excess is one per cent of the potential energy.

**Smallest case.** Take one particle momentarily at rest under a force $F$. Its on-step kinetic energy is zero, but at both half-steps its speed is $|h|\,\|F\|/(2m)$, so both half-step energies equal $h^2\|F\|^2/(8m)$. With $F$ and $m$ fixed, this discrepancy vanishes quadratically as $h\to0$.

**In a leapfrog code.** Keep the velocity array `u` from before the kick and the array `w` from after it. The averaged-energy estimate is $(K(u)+K(w))/2$. Subtracting $\frac18\sum_i m_i\|u_i-w_i\|^2$ converts it to the on-step estimate without reading the forces again. When energies or temperatures from two programs are compared, it is worth checking which estimate each one reports.

## What the formal version assumes

The particles are labelled by a finite type `ι`, and their velocities and forces lie in a real inner-product space `E` of any dimension. Thus `v : ι → E` is a full set of velocities and `m : ι → ℝ` the list of masses. `kineticEnergy m v` is $K(v)$, and `halfKick h m F v` is $v^+$. The backward velocities $v^-$ are `halfKick (-h) m F v`, so `h` always denotes the full time step. The expression `inner ℝ (v i) (F i)` is $\langle v_i,F_i\rangle$.

The expansion and the work–energy relation require only nonzero masses. The main theorem assumes `∀ i, 0 < m i`, which the equality criterion uses: with masses of mixed sign, nonzero terms could cancel. The averaged-velocity and harmonic identities place no condition on the masses. The harmonic theorem writes the accelerations $-\omega^2x_i$ directly, and so involves no division by a mass.

The forces are arbitrary given vectors. Nothing requires them to come from a potential, and no position update or trajectory appears. The theorems compare two discrete expressions at one step; they do not say which lies closer to the kinetic energy of the continuous motion. Thermostats and velocity-dependent updates are not modelled.

In Lean 4 with Mathlib:

```lean
import Mathlib

open Finset

namespace LeapfrogKineticEnergy

noncomputable section

variable {ι E : Type*} [Fintype ι] [NormedAddCommGroup E] [InnerProductSpace ℝ E]

/-- The kinetic energy of particles with masses `m i` and velocities `v i`. -/
def kineticEnergy (m : ι → ℝ) (v : ι → E) : ℝ :=
  ∑ i, m i * ‖v i‖ ^ 2 / 2

/-- The velocities after the forces `F i` have acted for half a time step `h`;
the backward half-step is obtained with `-h`. -/
def halfKick (h : ℝ) (m : ι → ℝ) (F v : ι → E) : ι → E :=
  fun i => v i + (h / (2 * m i)) • F i

/-- A half-kick changes the kinetic energy by a term of first order in the time step,
`h / 2` times the power of the forces, and a term of second order, `h ^ 2 / 8` times the sum
of `‖F i‖ ^ 2 / m i`. -/
theorem kineticEnergy_halfKick (h : ℝ) (m : ι → ℝ) (F v : ι → E) (hm : ∀ i, m i ≠ 0) :
    kineticEnergy m (halfKick h m F v) =
      kineticEnergy m v + h / 2 * ∑ i, inner ℝ (v i) (F i)
        + h ^ 2 / 8 * ∑ i, ‖F i‖ ^ 2 / m i := by
  simp only [kineticEnergy, halfKick, Finset.mul_sum, ← Finset.sum_add_distrib]
  refine Finset.sum_congr rfl fun i _ => ?_
  have hi := hm i
  -- expand the square of the kicked velocity
  rw [norm_add_sq_real, inner_smul_right, norm_smul, mul_pow, Real.norm_eq_abs, sq_abs]
  field_simp
  ring

/-- The kinetic energies at the two half-steps differ by the time step times the power
of the forces at the on-step velocities. -/
theorem halfStep_work_energy (h : ℝ) (m : ι → ℝ) (F v : ι → E) (hm : ∀ i, m i ≠ 0) :
    kineticEnergy m (halfKick h m F v) - kineticEnergy m (halfKick (-h) m F v) =
      h * ∑ i, inner ℝ (v i) (F i) := by
  rw [kineticEnergy_halfKick h m F v hm, kineticEnergy_halfKick (-h) m F v hm]
  ring

/-- The mean of the two half-step kinetic energies is the on-step kinetic energy plus
`h ^ 2 / 8` times the sum of `‖F i‖ ^ 2 / m i`. The mean and the on-step value agree exactly
when the time step is zero or all forces vanish. -/
theorem mean_halfStep_kineticEnergy (h : ℝ) (m : ι → ℝ) (F v : ι → E)
    (hm : ∀ i, 0 < m i) :
    (kineticEnergy m (halfKick h m F v) + kineticEnergy m (halfKick (-h) m F v)) / 2 =
        kineticEnergy m v + h ^ 2 / 8 * ∑ i, ‖F i‖ ^ 2 / m i ∧
    ((kineticEnergy m (halfKick h m F v) + kineticEnergy m (halfKick (-h) m F v)) / 2 =
        kineticEnergy m v ↔ h = 0 ∨ ∀ i, F i = 0) := by
  have hm' : ∀ i, m i ≠ 0 := fun i => (hm i).ne'
  -- the first-order work terms cancel in the mean
  have key : (kineticEnergy m (halfKick h m F v)
      + kineticEnergy m (halfKick (-h) m F v)) / 2 =
      kineticEnergy m v + h ^ 2 / 8 * ∑ i, ‖F i‖ ^ 2 / m i := by
    rw [kineticEnergy_halfKick h m F v hm', kineticEnergy_halfKick (-h) m F v hm']
    ring
  refine ⟨key, ?_⟩
  rw [key]
  constructor
  · intro e
    have e0 : h ^ 2 / 8 * ∑ i, ‖F i‖ ^ 2 / m i = 0 := by linarith
    rcases mul_eq_zero.mp e0 with h0 | h0
    · left
      have h2 : h ^ 2 = 0 := by linarith
      exact (pow_eq_zero_iff two_ne_zero).mp h2
    · -- a vanishing sum of nonnegative terms has only vanishing terms
      right
      intro i
      have hi := (Finset.sum_eq_zero_iff_of_nonneg
        (fun j _ => div_nonneg (sq_nonneg ‖F j‖) (hm j).le)).mp h0 i (Finset.mem_univ i)
      rcases div_eq_zero_iff.mp hi with h1 | h1
      · exact norm_eq_zero.mp ((pow_eq_zero_iff two_ne_zero).mp h1)
      · exact absurd h1 (hm' i)
  · rintro (h0 | hF)
    · simp [h0]
    · simp [hF]

/-- For a nonzero time step and at least one nonzero force, the on-step kinetic energy is
strictly below the mean of the two half-step kinetic energies. -/
theorem onStep_lt_mean_halfStep (h : ℝ) (m : ι → ℝ) (F v : ι → E)
    (hm : ∀ i, 0 < m i) (hh : h ≠ 0) (j : ι) (hj : F j ≠ 0) :
    kineticEnergy m v <
      (kineticEnergy m (halfKick h m F v) + kineticEnergy m (halfKick (-h) m F v)) / 2 := by
  obtain ⟨key, heq⟩ := mean_halfStep_kineticEnergy h m F v hm
  have nn : 0 ≤ h ^ 2 / 8 * ∑ i, ‖F i‖ ^ 2 / m i :=
    mul_nonneg (by positivity)
      (Finset.sum_nonneg fun i _ => div_nonneg (sq_nonneg _) (hm i).le)
  refine lt_of_le_of_ne (by linarith) fun e => ?_
  rcases heq.mp e.symm with h0 | hF
  · exact hh h0
  · exact hj (hF j)

/-- The kinetic energy of the averaged velocities is the average of the two kinetic energies
minus one eighth of the mass-weighted squared velocity differences. -/
theorem kineticEnergy_averaged_velocity (m : ι → ℝ) (u w : ι → E) :
    kineticEnergy m (fun i => (1 / 2 : ℝ) • (u i + w i)) =
      (kineticEnergy m u + kineticEnergy m w) / 2
        - 1 / 8 * ∑ i, m i * ‖u i - w i‖ ^ 2 := by
  simp only [kineticEnergy, Finset.mul_sum, ← Finset.sum_add_distrib, Finset.sum_div,
    ← Finset.sum_sub_distrib]
  refine Finset.sum_congr rfl fun i _ => ?_
  rw [norm_smul, mul_pow, Real.norm_eq_abs, sq_abs, norm_add_sq_real, norm_sub_sq_real]
  ring

/-- For harmonic accelerations `-ω ^ 2 • x i`, the mean half-step kinetic energy exceeds the
on-step value by `(h * ω) ^ 2 / 4` times the harmonic potential energy. -/
theorem mean_halfStep_harmonic (h ω : ℝ) (m : ι → ℝ) (x v : ι → E) :
    (kineticEnergy m (fun i => v i - (h / 2 * ω ^ 2) • x i)
      + kineticEnergy m (fun i => v i + (h / 2 * ω ^ 2) • x i)) / 2 =
      kineticEnergy m v + (h * ω) ^ 2 / 4 * ∑ i, m i * ω ^ 2 * ‖x i‖ ^ 2 / 2 := by
  simp only [kineticEnergy, Finset.mul_sum, ← Finset.sum_add_distrib, Finset.sum_div]
  refine Finset.sum_congr rfl fun i _ => ?_
  -- the cross terms of the two squares cancel
  rw [norm_sub_sq_real, norm_add_sq_real, norm_smul, mul_pow, Real.norm_eq_abs, sq_abs]
  ring

end

end LeapfrogKineticEnergy
```

```lean
#print axioms LeapfrogKineticEnergy.mean_halfStep_kineticEnergy
-- 'LeapfrogKineticEnergy.mean_halfStep_kineticEnergy' depends on axioms: [propext, Classical.choice, Quot.sound]
#print axioms LeapfrogKineticEnergy.onStep_lt_mean_halfStep
-- 'LeapfrogKineticEnergy.onStep_lt_mean_halfStep' depends on axioms: [propext, Classical.choice, Quot.sound]
#print axioms LeapfrogKineticEnergy.kineticEnergy_averaged_velocity
-- 'LeapfrogKineticEnergy.kineticEnergy_averaged_velocity' depends on axioms: [propext, Classical.choice, Quot.sound]
#print axioms LeapfrogKineticEnergy.mean_halfStep_harmonic
-- 'LeapfrogKineticEnergy.mean_halfStep_harmonic' depends on axioms: [propext, Classical.choice, Quot.sound]
```

## Notes on the proof

`kineticEnergy_halfKick` is the expansion on which the force identities rest. After the definitions are unfolded and the sums combined, `Finset.sum_congr` reduces the claim to one particle. There `norm_add_sq_real` expands the square, `inner_smul_right` and `norm_smul` take out the factor $h/(2m_i)$, and `field_simp` with `ring` clears the masses and collects terms.

`halfStep_work_energy` applies this expansion at `h` and at `-h` and subtracts.

In `mean_halfStep_kineticEnergy`, the step `key` averages the same two expansions. For the equality criterion, `mul_eq_zero` separates a vanishing time-step factor from a vanishing force sum. In the second case `Finset.sum_eq_zero_iff_of_nonneg` passes from the sum to its individual terms, which is where positivity of the masses enters. The converse substitutes $h=0$ or $F_i=0$.

`onStep_lt_mean_halfStep` first shows that the excess is nonnegative, which gives the weak inequality. Equality would then force `h = 0` or all forces zero, contradicting `hh` or `hj`.

`kineticEnergy_averaged_velocity` works particle by particle, expanding the squared sum and the squared difference so that `ring` can cancel the inner products. `mean_halfStep_harmonic` uses the same pair of expansions for $v_i\mp(h/2)\omega^2x_i$. It is proved directly from the definition of kinetic energy, without passing through `halfKick`.
